# Distinct bath levels with positive normalised weights determine exactly one finite chain with positive hoppings

My impurity solver accepts a bath only as a nearest-neighbour chain, so it could not treat a bath that had no equivalent chain exactly. If it had several, the hoppings I put in would be partly arbitrary. My impurity couples to $N$ non-interacting bath levels with distinct energies $E_i$ through real, nonzero amplitudes $V_i$. Only the weights $w_i=V_i^2/\sum_j V_j^2$ and the energies should matter for the chain's shape. That gives $2N-1$ free numbers, as many as a chain has on-site energies and hoppings, but equal counts prove nothing. Does my bath really fix the chain?

## The bath fixes every hopping

Yes, once the hoppings are chosen positive. The first chain site is the bath orbital that the impurity couples to, and $w_i$ is the squared overlap of eigenvector $i$ with it.

**Constructing a chain.** Number the sites $0,\dots,n$, with $N=n+1$, and for polynomials $f,g$ set
$$\langle f,g\rangle=\sum_i w_i f(E_i)g(E_i).$$
Subtracting from $x^k$ its projection onto lower degrees gives a monic $p_k$ of degree $k$, orthogonal to all lower degrees. For $k\le n$, $h_k=\langle p_k,p_k\rangle>0$, because $p_k$ cannot vanish at $n+1$ distinct energies. Define
$$Q_{ki}=\sqrt{w_i}\,p_k(E_i)/\sqrt{h_k},\qquad J=Q\,\mathrm{diag}(E)\,Q^T.$$
The rows of $Q$ are orthonormal, so the square matrix $Q$ is orthogonal and $JQ=Q\,\mathrm{diag}(E)$. The matrix $J$ is symmetric, with
$$J_{kl}=\frac{\langle p_k,x\,p_l\rangle}{\sqrt{h_kh_l}}.$$

- If $k>l+1$, then $x\,p_l$ has degree below $k$, so $J_{kl}=0$.
- If $k=l+1$, then $x\,p_l-p_k$ has degree below $k$, so $\langle p_k,x\,p_l\rangle=h_k$ and $J_{kl}=\sqrt{h_k/h_l}>0$.

Finally, $p_0=1$ and $h_0=\sum_i w_i=1$, so $Q_{0i}^2=w_i$.

**Excluding a second chain.** Let chains $J$ and $K$ have eigenvector matrices $Q$ and $R$ with the same data. The ratios $s_i=R_{0i}/Q_{0i}$ are $\pm1$. With $S=\mathrm{diag}(s)$, the matrix $O=RSQ^T$ is orthogonal. Since $S$ commutes with $\mathrm{diag}(E)$, $OJ=KO$. Also
$$O_{a0}=\sum_i R_{ai}s_iQ_{0i}=\sum_i R_{ai}R_{0i}=\delta_{a0}.$$

Suppose the columns of $O$ before $k=l+1$ are those of the identity. For $a\ge k$, column $l$ of $OJ=KO$ reads $O_{ak}J_{kl}=K_{al}$. For $a>k$ the right side is zero, so $O_{ak}=0$. For $a<k$, orthogonality to column $a$ gives $O_{ak}=0$. Normalisation leaves $O_{kk}=\pm1$, and $O_{kk}J_{kl}=K_{kl}>0$ selects $+1$. Hence $O=1$ and $J=K$.

**Reading off the first hopping.** Since $J^m=Q\,\mathrm{diag}(E^m)\,Q^T$, we have $(J^m)_{00}=\sum_i w_iE_i^m$. With at least two sites, $(J^2)_{00}=J_{00}^2+J_{10}^2$, so $J_{10}^2$ is the variance of the weighted levels.

## Chains and star data as matrices

In `star_to_chain`, `Fin (n + 1)` labels both sites and levels. `hE` says that the energies are distinct, `hw` that every level couples to the impurity, and `h1` that the first orbital is normalised. `∃! J` says that exactly one matrix satisfies both of these conditions:

- `IsChain J`: symmetry, no hopping beyond neighbours, and positive couplings. The diagonal, holding the on-site energies, is free. Positivity fixes the relative signs of the site orbitals; reversing all of them together leaves `J` unchanged.
- `HasStarData J E w`: some orthogonal `Q` has eigenvectors of `J` as columns, with eigenvalues `E i` and squared first components `w i`. Despite the name, the impurity itself is absent.

For one level, the chain is the single entry $E_0$. A continuous bath must first be replaced by finitely many levels before the theorem applies, and that approximation is not treated here.

In Lean 4 with Mathlib:

```lean
import Mathlib

open Matrix
open Polynomial (X)
open scoped Polynomial

namespace StarToChain

/-- A chain Hamiltonian: a real symmetric matrix with hopping between nearest neighbours only,
all nearest-neighbour couplings being positive. -/
structure IsChain {n : ℕ} (J : Matrix (Fin n) (Fin n) ℝ) : Prop where
  symm : Jᵀ = J
  far : ∀ k l : Fin n, (l : ℕ) + 1 < k → J k l = 0
  coupling_pos : ∀ k l : Fin n, (k : ℕ) = l + 1 → 0 < J k l

/-- `J` has an orthonormal eigenbasis (the columns of `Q`) with eigenvalues `E i` and
squared components `w i` on the first site. -/
def HasStarData {n : ℕ} (J : Matrix (Fin (n + 1)) (Fin (n + 1)) ℝ)
    (E w : Fin (n + 1) → ℝ) : Prop :=
  ∃ Q : Matrix (Fin (n + 1)) (Fin (n + 1)) ℝ,
    Qᵀ * Q = 1 ∧ J * Q = Q * diagonal E ∧ ∀ i, Q 0 i ^ 2 = w i

/-- For nonnegative weights on the levels `E i` and every `k` there is a monic polynomial
`X ^ k - s` of degree `k` that is orthogonal to all polynomials of lower degree. -/
theorem exists_orthogonal_poly {n : ℕ} (E w : Fin n → ℝ) (hw : ∀ i, 0 ≤ w i) (k : ℕ) :
    ∃ s : ℝ[X], s.degree < k ∧ ∀ q : ℝ[X], q.degree < k →
      ∑ i, w i * ((X ^ k - s).eval (E i) * q.eval (E i)) = 0 := by
  -- a polynomial becomes the vector of its weighted values on the levels
  obtain ⟨ev, hev⟩ : ∃ ev : ℝ[X] →ₗ[ℝ] EuclideanSpace ℝ (Fin n),
      ∀ p i, (ev p).ofLp i = √(w i) * p.eval (E i) :=
    ⟨{ toFun := fun p => WithLp.toLp 2 (fun i => √(w i) * p.eval (E i))
       map_add' := by intro p q; ext i; simp [mul_add]
       map_smul' := by intro c p; ext i; simp [mul_left_comm] }, fun _ _ => rfl⟩
  -- project `X ^ k` onto the lower degrees and keep the remainder
  obtain ⟨y, hy, z, hz, hyz⟩ :=
    ((Polynomial.degreeLT ℝ k).map ev).exists_add_mem_mem_orthogonal (ev (X ^ k))
  obtain ⟨s, hs, rfl⟩ := Submodule.mem_map.1 hy
  refine ⟨s, Polynomial.mem_degreeLT.1 hs, fun q hq => ?_⟩
  have h := (Submodule.mem_orthogonal _ _).1 hz (ev q)
    (Submodule.mem_map_of_mem (Polynomial.mem_degreeLT.2 hq))
  have hz' : z = ev (X ^ k - s) := by rw [map_sub, hyz]; abel
  rw [hz', PiLp.inner_apply] at h
  refine Eq.trans (Finset.sum_congr rfl fun i _ => ?_) h
  simp only [hev, RCLike.inner_apply, conj_trivial]
  linear_combination (-((X ^ k - s).eval (E i) * q.eval (E i))) * Real.mul_self_sqrt (hw i)

/-- With distinct levels and positive weights, a nonzero polynomial of degree below the number
of levels has positive weighted norm. -/
theorem weighted_norm_pos {n : ℕ} {E w : Fin n → ℝ} (hE : Function.Injective E)
    (hw : ∀ i, 0 < w i) {p : ℝ[X]} (hp : p ≠ 0) (hd : p.natDegree < n) :
    0 < ∑ i, w i * (p.eval (E i) * p.eval (E i)) := by
  obtain ⟨i, hi⟩ : ∃ i, p.eval (E i) ≠ 0 := by
    by_contra h
    push Not at h
    exact hp (Polynomial.eq_zero_of_natDegree_lt_card_of_eval_eq_zero p hE h (by simpa using hd))
  exact Finset.sum_pos' (fun j _ => mul_nonneg (hw j).le (mul_self_nonneg _))
    ⟨i, Finset.mem_univ i, mul_pos (hw i) (mul_self_pos.2 hi)⟩

/-- Distinct levels `E i` with positive weights `w i` summing to one are the eigenvalues and
squared first components of some chain with positive couplings. -/
theorem exists_chain {n : ℕ} {E w : Fin (n + 1) → ℝ} (hE : Function.Injective E)
    (hw : ∀ i, 0 < w i) (h1 : ∑ i, w i = 1) : ∃ J, IsChain J ∧ HasStarData J E w := by
  choose s hs horth using exists_orthogonal_poly E w (fun i => (hw i).le)
  obtain ⟨p, hp⟩ : ∃ p : ℕ → ℝ[X], ∀ k, p k = X ^ k - s k := ⟨_, fun _ => rfl⟩
  simp only [← hp] at horth
  have hlt : ∀ k, (s k).degree < (X ^ k : ℝ[X]).degree := fun k => by
    rw [Polynomial.degree_X_pow]; exact hs k
  have hdeg : ∀ k, (p k).degree = k := fun k => by
    rw [hp, Polynomial.degree_sub_eq_left_of_degree_lt (hlt k), Polynomial.degree_X_pow]
  have hlc : ∀ k, (p k).leadingCoeff = 1 := fun k => by
    rw [hp, Polynomial.leadingCoeff_sub_of_degree_lt (hlt k), Polynomial.leadingCoeff_X_pow]
  obtain ⟨h, hh⟩ : ∃ h : ℕ → ℝ, ∀ k, h k = ∑ i, w i * ((p k).eval (E i) * (p k).eval (E i)) :=
    ⟨_, fun _ => rfl⟩
  have hpos : ∀ k : Fin (n + 1), 0 < h k := fun k => by
    rw [hh]
    exact weighted_norm_pos hE hw (Polynomial.ne_zero_of_coe_le_degree (hdeg k).ge)
      (by rw [Polynomial.natDegree_eq_of_degree_eq_some (hdeg k)]; exact k.2)
  -- the normalised polynomials are the rows of the orthogonal matrix
  obtain ⟨Q, hQ⟩ : ∃ Q : Matrix (Fin (n + 1)) (Fin (n + 1)) ℝ,
      ∀ k i, Q k i = √(w i) * (p k).eval (E i) / √(h k) := ⟨fun k i => _, fun _ _ => rfl⟩
  have hsum : ∀ (k l : Fin (n + 1)) (f : Fin (n + 1) → ℝ), ∑ i, Q k i * f i * Q l i =
      (∑ i, w i * ((p k).eval (E i) * (f i * (p l).eval (E i)))) / (√(h k) * √(h l)) := by
    intro k l f
    rw [Finset.sum_div]
    refine Finset.sum_congr rfl fun i _ => ?_
    rw [hQ, hQ]
    linear_combination ((p k).eval (E i) * f i * (p l).eval (E i) / (√(h k) * √(h l))) *
      Real.mul_self_sqrt (hw i).le
  have orth : ∀ a b : ℕ, b < a → ∑ i, w i * ((p a).eval (E i) * (p b).eval (E i)) = 0 :=
    fun a b hab => horth a (p b) (by rw [hdeg]; exact_mod_cast hab)
  have hQQ : Q * Qᵀ = 1 := by
    ext k l
    have e := hsum k l (fun _ => 1)
    simp only [mul_one, one_mul] at e
    rw [Matrix.mul_apply]
    simp only [transpose_apply]
    rw [e]
    rcases lt_trichotomy k l with hkl | rfl | hkl
    · have e0 : ∑ i, w i * ((p k).eval (E i) * (p l).eval (E i)) = 0 := by
        refine Eq.trans (Finset.sum_congr rfl fun i _ => ?_) (orth l k hkl)
        ring
      rw [e0, zero_div, one_apply_ne hkl.ne]
    · rw [← hh, Real.mul_self_sqrt (hpos k).le, div_self (hpos k).ne', one_apply_eq]
    · rw [orth k l hkl, zero_div, one_apply_ne hkl.ne']
  have hJ : ∀ k l, (Q * diagonal E * Qᵀ) k l =
      (∑ i, w i * ((p k).eval (E i) * (E i * (p l).eval (E i)))) / (√(h k) * √(h l)) := by
    intro k l
    rw [Matrix.mul_apply]
    simp only [mul_diagonal, transpose_apply]
    exact hsum k l E
  refine ⟨Q * diagonal E * Qᵀ, ⟨?_, ?_, ?_⟩, Q, mul_eq_one_comm.1 hQQ, ?_, ?_⟩
  · simp [transpose_mul, Matrix.mul_assoc]
  · -- `X * p l` has too low a degree to reach site `k`
    intro k l hkl
    have e := horth k (X * p l) (by
      rw [Polynomial.degree_mul, Polynomial.degree_X, hdeg]
      exact_mod_cast (by omega : 1 + (l : ℕ) < k))
    simp only [Polynomial.eval_mul, Polynomial.eval_X] at e
    rw [hJ, e, zero_div]
  · -- `X * p l` and the next polynomial `p k` share their leading term
    intro k l hkl
    have e : (X * p l).degree = ((k : ℕ) : WithBot ℕ) := by
      rw [Polynomial.degree_mul, Polynomial.degree_X, hdeg, hkl]
      push_cast
      exact add_comm _ _
    have hd : (X * p l - p k).degree < ((k : ℕ) : WithBot ℕ) := by
      rw [← e]
      exact Polynomial.degree_sub_lt_left (e.trans (hdeg k).symm)
        (Polynomial.ne_zero_of_coe_le_degree e.ge)
        (by rw [Polynomial.leadingCoeff_mul, Polynomial.leadingCoeff_X, hlc, hlc, one_mul])
    have e1 := horth k _ hd
    simp only [Polynomial.eval_sub, Polynomial.eval_mul, Polynomial.eval_X] at e1
    have e2 : ∑ i, w i * ((p k).eval (E i) * (E i * (p l).eval (E i))) = h k := by
      rw [hh, ← sub_eq_zero, ← Finset.sum_sub_distrib]
      refine Eq.trans (Finset.sum_congr rfl fun i _ => ?_) e1
      ring
    rw [hJ, e2]
    exact div_pos (hpos k) (mul_pos (Real.sqrt_pos.2 (hpos k)) (Real.sqrt_pos.2 (hpos l)))
  · rw [Matrix.mul_assoc, mul_eq_one_comm.1 hQQ, Matrix.mul_one]
  · intro i
    have s0 : s 0 = 0 := by
      by_contra hne
      exact absurd (hs 0) (not_lt_of_ge (by simpa using Polynomial.zero_le_degree_iff.2 hne))
    have p0 : p 0 = 1 := by rw [hp, s0, pow_zero, sub_zero]
    have h0 : h 0 = 1 := by rw [hh]; simp [p0, h1]
    rw [hQ]
    simp [p0, h0, Real.sq_sqrt (hw i).le]

/-- An orthogonal transformation that fixes the first site and carries one chain with positive
couplings into another is the identity. -/
theorem chain_rigidity {n : ℕ} {J K O : Matrix (Fin (n + 1)) (Fin (n + 1)) ℝ}
    (hJ : IsChain J) (hK : IsChain K) (hO : Oᵀ * O = 1) (hOJ : O * J = K * O)
    (h0 : ∀ i, O i 0 = (1 : Matrix (Fin (n + 1)) (Fin (n + 1)) ℝ) i 0) : O = 1 := by
  have key : ∀ m : ℕ, ∀ k : Fin (n + 1), (k : ℕ) = m →
      ∀ i, O i k = (1 : Matrix (Fin (n + 1)) (Fin (n + 1)) ℝ) i k := by
    intro m
    induction m using Nat.strong_induction_on with
    | _ m ih =>
      intro k hk i
      rcases Nat.eq_zero_or_pos m with hm | hm
      · have hk0 : k = 0 := Fin.ext (by simp [hk, hm])
        rw [hk0]
        exact h0 i
      have hk2 := k.isLt
      obtain ⟨l, hl⟩ : ∃ l : Fin (n + 1), (k : ℕ) = l + 1 :=
        ⟨⟨k - 1, by omega⟩, by show (k : ℕ) = (k - 1) + 1; omega⟩
      have hlk : l < k := Fin.lt_def.2 (by omega)
      have col : ∀ j : Fin (n + 1), j < k →
          ∀ a, O a j = (1 : Matrix (Fin (n + 1)) (Fin (n + 1)) ℝ) a j :=
        fun j hj => ih j (by have := Fin.lt_def.1 hj; omega) j rfl
      -- compare the hopping out of site `l` in both chains
      have step : ∀ a, k ≤ a → O a k * J k l = K a l := by
        intro a ha
        have e1 : (O * J) a l = O a k * J k l := by
          rw [Matrix.mul_apply]
          refine Finset.sum_eq_single k (fun b _ hb => ?_) (by simp)
          rcases lt_or_gt_of_ne hb with h | h
          · rw [col b h, one_apply_ne (lt_of_lt_of_le h ha).ne', zero_mul]
          · rw [hJ.far b l (by have := Fin.lt_def.1 h; omega), mul_zero]
        have e2 : (K * O) a l = K a l := by
          simp [Matrix.mul_apply, col l hlk, Matrix.one_apply]
        rw [← e1, hOJ, e2]
      have hJp := hJ.coupling_pos k l hl
      have off : ∀ a, a ≠ k → O a k = 0 := by
        intro a ha
        rcases lt_or_gt_of_ne ha with h | h
        · have e := congrFun (congrFun hO a) k
          rw [Matrix.mul_apply, one_apply_ne ha] at e
          simpa [col a h, Matrix.one_apply] using e
        · have e := step a h.le
          rw [hK.far a l (by have := Fin.lt_def.1 h; omega)] at e
          exact (mul_eq_zero.1 e).resolve_right hJp.ne'
      have hsq : O k k * O k k = 1 := by
        have e := congrFun (congrFun hO k) k
        rw [one_apply_eq, Matrix.mul_apply] at e
        refine Eq.trans (Eq.symm ?_) e
        exact Finset.sum_eq_single k (fun b _ hb => by rw [off b hb, mul_zero]) (by simp)
      -- positive couplings exclude the sign `-1`
      have hdiag : O k k = 1 := by
        have e := step k le_rfl
        have hKp := hK.coupling_pos k l hl
        have hp : 0 < O k k := by
          by_contra hc
          nlinarith [mul_nonneg (neg_nonneg.2 (not_lt.1 hc)) hJp.le]
        have e2 : (O k k - 1) * (O k k + 1) = 0 := by linear_combination hsq
        rcases mul_eq_zero.1 e2 with h | h <;> linarith
      by_cases hik : i = k
      · rw [hik, hdiag, one_apply_eq]
      · rw [off i hik, one_apply_ne hik]
  exact Matrix.ext fun i k => key k k rfl i

/-- Two chains with positive couplings that share their eigenvalues and their positive squared
first components are equal. -/
theorem chain_unique {n : ℕ} {J K : Matrix (Fin (n + 1)) (Fin (n + 1)) ℝ}
    {E w : Fin (n + 1) → ℝ} (hw : ∀ i, 0 < w i) (hJ : IsChain J) (hK : IsChain K)
    (dJ : HasStarData J E w) (dK : HasStarData K E w) : J = K := by
  obtain ⟨Q, hQ, eQ, wQ⟩ := dJ
  obtain ⟨R, hR, eR, wR⟩ := dK
  have hq : ∀ i, Q 0 i ≠ 0 := fun i h => (hw i).ne (by rw [← wQ i, h]; norm_num)
  -- relative signs of the two sets of eigenvectors
  obtain ⟨S, hSdef⟩ : ∃ S, S = diagonal (fun i => R 0 i / Q 0 i) := ⟨_, rfl⟩
  have hS : S * S = 1 := by
    rw [hSdef, diagonal_mul_diagonal, ← diagonal_one]
    congr 1
    funext i
    rw [div_mul_div_comm, ← sq, ← sq, wR, wQ, div_self (hw i).ne']
  have hSt : Sᵀ = S := by rw [hSdef, diagonal_transpose]
  have hSD : S * diagonal E = diagonal E * S := by
    rw [hSdef, diagonal_mul_diagonal, diagonal_mul_diagonal]
    simp only [mul_comm]
  have eQ' : Qᵀ * J = diagonal E * Qᵀ := by
    have e := congrArg transpose eQ
    rwa [transpose_mul, transpose_mul, hJ.symm, diagonal_transpose] at e
  have hO : (R * S * Qᵀ)ᵀ * (R * S * Qᵀ) = 1 := by
    calc (R * S * Qᵀ)ᵀ * (R * S * Qᵀ) = Q * (S * ((Rᵀ * R) * S)) * Qᵀ := by
          simp only [transpose_mul, transpose_transpose, hSt, Matrix.mul_assoc]
      _ = 1 := by rw [hR, Matrix.one_mul, hS, Matrix.mul_one, mul_eq_one_comm.1 hQ]
  have hOJ : R * S * Qᵀ * J = K * (R * S * Qᵀ) := by
    calc R * S * Qᵀ * J = R * S * (Qᵀ * J) := Matrix.mul_assoc _ _ _
      _ = R * (S * diagonal E) * Qᵀ := by rw [eQ']; simp only [Matrix.mul_assoc]
      _ = (R * diagonal E) * S * Qᵀ := by rw [hSD]; simp only [Matrix.mul_assoc]
      _ = K * (R * S * Qᵀ) := by rw [← eR]; simp only [Matrix.mul_assoc]
  have h1 := chain_rigidity hJ hK hO hOJ (fun i => by
    rw [← mul_eq_one_comm.1 hR, Matrix.mul_apply, Matrix.mul_apply]
    refine Finset.sum_congr rfl fun j _ => ?_
    rw [hSdef, mul_diagonal, transpose_apply, transpose_apply, mul_assoc,
      div_mul_cancel₀ _ (hq j)])
  rwa [h1, Matrix.one_mul, Matrix.mul_one] at hOJ

/-- **Star-to-chain mapping.** For distinct energies `E i` and positive weights `w i` summing to
one there is exactly one chain with positive couplings that has eigenvalues `E i` and
orthonormal eigenvectors with squared first components `w i`. -/
theorem star_to_chain {n : ℕ} {E w : Fin (n + 1) → ℝ} (hE : Function.Injective E)
    (hw : ∀ i, 0 < w i) (h1 : ∑ i, w i = 1) : ∃! J, IsChain J ∧ HasStarData J E w := by
  obtain ⟨J, hJ, dJ⟩ := exists_chain hE hw h1
  exact ⟨J, ⟨hJ, dJ⟩, fun K hK => chain_unique hw hK.1 hJ hK.2 dJ⟩

/-- The moments of the Hamiltonian on the first site are the moments of the
weighted level distribution. -/
theorem local_moments {n : ℕ} {J : Matrix (Fin (n + 1)) (Fin (n + 1)) ℝ}
    {E w : Fin (n + 1) → ℝ} (d : HasStarData J E w) (m : ℕ) :
    (J ^ m) 0 0 = ∑ i, w i * E i ^ m := by
  obtain ⟨Q, hQ, eQ, wQ⟩ := d
  have hm : J ^ m * Q = Q * diagonal (fun i => E i ^ m) := by
    induction m with
    | zero => simp
    | succ m ih =>
      rw [pow_succ, Matrix.mul_assoc, eQ, ← Matrix.mul_assoc, ih, Matrix.mul_assoc,
        diagonal_mul_diagonal]
      simp only [pow_succ]
  have e : J ^ m = Q * diagonal (fun i => E i ^ m) * Qᵀ := by
    rw [← hm, Matrix.mul_assoc, mul_eq_one_comm.1 hQ, Matrix.mul_one]
  rw [e, Matrix.mul_apply]
  refine Finset.sum_congr rfl fun i _ => ?_
  rw [mul_diagonal, transpose_apply, ← wQ]
  ring

/-- The square of the first coupling of the chain is the variance of the weighted
level distribution. -/
theorem first_coupling_sq {n : ℕ} {J : Matrix (Fin (n + 1 + 1)) (Fin (n + 1 + 1)) ℝ}
    {E w : Fin (n + 1 + 1) → ℝ} (hJ : IsChain J) (d : HasStarData J E w) :
    J 1 0 ^ 2 = ∑ i, w i * E i ^ 2 - (∑ i, w i * E i) ^ 2 := by
  have m1 := local_moments d 1
  simp only [pow_one] at m1
  have z : ∀ k : Fin n, J k.succ.succ 0 = 0 := fun k => hJ.far _ _ (by simp)
  have sy : J 0 1 = J 1 0 := congrFun (congrFun hJ.symm 1) 0
  have m2 : (J ^ 2) 0 0 = J 0 0 ^ 2 + J 1 0 ^ 2 := by
    simp [pow_two, Matrix.mul_apply, Fin.sum_univ_succ, z, sy]
  rw [← local_moments d 2, ← m1, m2]
  ring

end StarToChain
```

```lean
#print axioms StarToChain.star_to_chain
#print axioms StarToChain.first_coupling_sq
```

```
'StarToChain.star_to_chain' depends on axioms: [propext, Classical.choice, Quot.sound]
'StarToChain.first_coupling_sq' depends on axioms: [propext, Classical.choice, Quot.sound]
```

## From projection to rigidity in the proof

`exists_orthogonal_poly` turns a polynomial into the vector $\sqrt{w_i}\,p(E_i)$ and applies orthogonal projection. `weighted_norm_pos` counts roots. `exists_chain` assembles $Q$: `hQQ` proves its rows orthonormal, `hJ` gives the formula for $J_{kl}$, and the degree comparisons follow.

`chain_rigidity` is the site-by-site argument, by strong induction. Its `step` is $O_{ak}J_{kl}=K_{al}$, `off` clears the rest of the column, and `hdiag` excludes $-1$. `chain_unique` builds $S$ and $O$ and applies it. `local_moments` uses induction on the power, and `first_coupling_sq` compares the first two moments.

## Three levels turned into a chain

In a numerical renormalisation group or DMRG impurity calculation with a finite non-interacting bath, the chain can be generated by Lanczos recursion on $\mathrm{diag}(E)$, starting from the vector $V_i/V$ with $V=\sqrt{\sum_j V_j^2}$. The impurity then couples to site 0 with strength $V$.

For energies $-1,0,1$ and weights $\tfrac14,\tfrac12,\tfrac14$, one finds $h_0=1$, $h_1=\tfrac12$ and $h_2=\tfrac14$. Both hoppings are $1/\sqrt2$, and all on-site energies vanish.
